# Away from a point charge, its field gradient is traceless and axially symmetric

## Potential, length and partial derivatives

A point charge $q$ sits at the origin, and the field is examined at a position $r\in\mathbb R^3$ with Cartesian components $r_i$, $i\in\{0,1,2\}$. With the Coulomb constant set to one, the potential is $q/|r|$. Setting $q=1$ gives the bare function $1/|r|$.

The field gradient here is the matrix of second derivatives of the potential,

$$V_{ij}=\partial_i\partial_j\,\frac{q}{|r|}.$$

A convention that differentiates the electric field instead gives the opposite sign.

```lean
import Mathlib

open Matrix Topology

namespace PointChargeFieldGradient

noncomputable section

/-- Positions in three-dimensional space, in Cartesian coordinates. -/
abbrev Vec := Fin 3 → ℝ
```

In Lean a position is a function `Fin 3 → ℝ`. Mathlib's default norm on that type is the largest absolute component, so the file defines the Euclidean length separately, as `radius r` $=\sqrt{r\cdot r}$.

```lean
/-- The Euclidean length of a position vector. -/
def radius (r : Vec) : ℝ := √(r ⬝ᵥ r)

/-- The unit vector along the Cartesian axis `i`. -/
def axis (i : Fin 3) : Vec := Pi.single i 1

/-- The electrostatic potential at `r` of a point charge `q` at the origin,
in units where the Coulomb constant is one. -/
def potential (q : ℝ) (r : Vec) : ℝ := q / radius r
```

A partial derivative is the ordinary derivative at $t=0$ along $r+t e_i$, where $e_i$ is the unit vector `axis i`. In `fieldGradient`, the derivative along $j$ is taken first and the one along $i$ second.

```lean
/-- The partial derivative of a scalar field along the Cartesian axis `i`. -/
def partialDeriv (i : Fin 3) (f : Vec → ℝ) (r : Vec) : ℝ :=
  deriv (fun t : ℝ => f (r + t • axis i)) 0

/-- The field gradient at `r`: the matrix of second partial derivatives of the potential. -/
def fieldGradient (q : ℝ) (r : Vec) : Matrix (Fin 3) (Fin 3) ℝ :=
  Matrix.of fun i j => partialDeriv i (partialDeriv j (potential q)) r
```

## `r ≠ 0`: the field is observed away from the charge

Physically, this hypothesis says that the nucleus or probe feeling the gradient is not at the position of the source. By hand it is needed at the first division by $|r|$. Along an axis,

$$|r+te_i|^2=r\cdot r+2r_i t+t^2,$$

and differentiating the square root at $t=0$ gives $\partial_i|r|=2r_i/(2|r|)=r_i/|r|$. The square root is differentiable there because its argument, $r\cdot r$, is positive.

The proof first records that $|r|^2=r\cdot r$ and that $|r|\neq0$. It then rewrites the length along the axis as the square root of the quadratic above and differentiates that.

```lean
lemma radius_sq (r : Vec) : radius r ^ 2 = r ⬝ᵥ r :=
  Real.sq_sqrt (Finset.sum_nonneg fun i _ => mul_self_nonneg (r i))

lemma radius_ne_zero {r : Vec} (hr : r ≠ 0) : radius r ≠ 0 := by
  intro h
  have h2 := radius_sq r
  rw [h] at h2
  exact hr (dotProduct_self_eq_zero.1 (by linarith))

/-- Away from the origin, the distance changes along axis `i` at the rate `r i / |r|`. -/
theorem hasDerivAt_radius {r : Vec} (hr : r ≠ 0) (i : Fin 3) :
    HasDerivAt (fun t : ℝ => radius (r + t • axis i)) (r i / radius r) 0 := by
  have hq : r ⬝ᵥ r ≠ 0 := fun h => hr (dotProduct_self_eq_zero.1 h)
  -- the squared distance is a quadratic polynomial along the axis
  have e : (fun t : ℝ => radius (r + t • axis i))
      = fun t : ℝ => √(r ⬝ᵥ r + 2 * r i * t + t * t) := by
    funext t
    unfold radius axis
    congr 1
    simp only [add_dotProduct, dotProduct_add, smul_dotProduct, dotProduct_smul,
      single_one_dotProduct, dotProduct_single_one, Pi.add_apply, Pi.smul_apply,
      smul_eq_mul, Pi.single_eq_same]
    ring
  have hd : HasDerivAt (fun t : ℝ => r ⬝ᵥ r + 2 * r i * t + t * t) (2 * r i) 0 :=
    ((((hasDerivAt_id' (0 : ℝ)).const_mul (2 * r i)).const_add (r ⬝ᵥ r)).fun_add
      ((hasDerivAt_id' (0 : ℝ)).fun_mul (hasDerivAt_id' (0 : ℝ)))).congr_deriv (by ring)
  rw [e]
  refine (hd.sqrt (by simpa using hq)).congr_deriv ?_
  simp only [mul_zero, add_zero, radius]
  rw [mul_div_mul_left _ _ (two_ne_zero)]
```

The quotient rule gives the first derivative of the potential:

$$\partial_j\frac{q}{|r|}=-\frac{q}{|r|^2}\,\frac{r_j}{|r|}=-\frac{q\,r_j}{|r|^3}.$$

```lean
/-- Away from the charge, the derivative of the potential along axis `j` is
`-q r j / |r|^3`. -/
theorem hasDerivAt_potential (q : ℝ) {r : Vec} (hr : r ≠ 0) (j : Fin 3) :
    HasDerivAt (fun t : ℝ => potential q (r + t • axis j))
      (-(q * r j) / radius r ^ 3) 0 := by
  have hρ := radius_ne_zero hr
  refine ((hasDerivAt_const (0 : ℝ) q).fun_div (hasDerivAt_radius hr j)
    (by simpa using hρ)).congr_deriv ?_
  simp only [zero_smul, add_zero, zero_mul, zero_sub]
  field_simp
```

Differentiating again, with $\partial_i r_j=\delta_{ij}$ and $\partial_i|r|^{-3}=-3r_i/|r|^5$,

$$V_{ij}=-q\left(\frac{\delta_{ij}}{|r|^3}-\frac{3r_ir_j}{|r|^5}\right)=\frac{q\,(3r_ir_j-|r|^2\delta_{ij})}{|r|^5}.$$

This step uses the hypothesis a second time. To differentiate the formula for the first derivative, one needs it at all points near $r$ on the line, not only at $r$. A small enough displacement from a nonzero point does not reach the origin, so the formula is available. In `hasDerivAt_partialDeriv`, `hd` differentiates the explicit formula, `hev` says that nearby points avoid the charge, and `congr_of_eventuallyEq` transfers the derivative to the actual first derivative of the potential.

```lean
/-- Away from the charge, the first partial derivatives of the potential are themselves
differentiable along each axis, with the second derivatives given here. -/
theorem hasDerivAt_partialDeriv (q : ℝ) {r : Vec} (hr : r ≠ 0) (i j : Fin 3) :
    HasDerivAt (fun t : ℝ => partialDeriv j (potential q) (r + t • axis i))
      (q * (3 * r i * r j - radius r ^ 2 * axis i j) / radius r ^ 5) 0 := by
  have hρ := radius_ne_zero hr
  have hR := hasDerivAt_radius hr i
  have hn : HasDerivAt (fun t : ℝ => (r + t • axis i) j) (axis i j) 0 :=
    (((hasDerivAt_id' (0 : ℝ)).mul_const (axis i j)).const_add (r j)).congr_deriv (one_mul _)
  have hd : HasDerivAt
      (fun t : ℝ => -(q * (r + t • axis i) j) / radius (r + t • axis i) ^ 3)
      (q * (3 * r i * r j - radius r ^ 2 * axis i j) / radius r ^ 5) 0 := by
    refine ((hn.const_mul q).fun_neg.fun_div (hR.fun_pow 3)
      (by simpa using hρ)).congr_deriv ?_
    simp only [zero_smul, add_zero, Nat.cast_ofNat, Nat.reduceSub]
    field_simp
    ring
  -- points close to `r` also avoid the charge, so the first-derivative formula holds there
  have hev : ∀ᶠ t : ℝ in 𝓝 0, radius (r + t • axis i) ≠ 0 :=
    hR.continuousAt.eventually_ne (by simpa using hρ)
  refine hd.congr_of_eventuallyEq ?_
  filter_upwards [hev] with t ht
  have h0 : r + t • axis i ≠ 0 := by
    intro h
    apply ht
    rw [h]
    simp [radius]
  exact (hasDerivAt_potential q h0 j).deriv
```

The first and the second derivatives are both established with `HasDerivAt`, which includes their existence. Without `r ≠ 0` the potential is singular, and the values that Lean assigns to division by zero and to missing derivatives would have no physical meaning.

Collecting the entries gives the matrix formula

$$V=\frac{q}{|r|^5}\left(3rr^{\mathsf T}-|r|^2\mathbf 1\right).$$

In the file, `vecMulVec r r` is $rr^{\mathsf T}$, and `axis i j` is identified with the entry $\delta_{ij}$ of the identity matrix.

```lean
/-- Away from the charge, the field gradient is `q (3 r rᵀ - |r|^2 1) / |r|^5`. -/
theorem fieldGradient_eq (q : ℝ) {r : Vec} (hr : r ≠ 0) :
    fieldGradient q r
      = (q / radius r ^ 5) • ((3 : ℝ) • vecMulVec r r - radius r ^ 2 • 1) := by
  ext i j
  have h : fieldGradient q r i j = _ := (hasDerivAt_partialDeriv q hr i j).deriv
  have h1 : axis i j = (1 : Matrix (Fin 3) (Fin 3) ℝ) i j := by
    by_cases hij : i = j
    · subst hij
      simp [axis]
    · simp [axis, hij, Ne.symm hij]
  rw [h, h1]
  simp only [Matrix.smul_apply, Matrix.sub_apply, vecMulVec_apply, smul_eq_mul]
  ring
```

Since $rr^{\mathsf T}u=(r\cdot u)\,r$, the action on any vector $u$ is

$$Vu=\frac{q}{|r|^5}\left(3(r\cdot u)\,r-|r|^2u\right).$$

Lean checks this component by component.

```lean
/-- The action of the field gradient, away from the charge, on an arbitrary vector `u`. -/
theorem fieldGradient_mulVec (q : ℝ) {r : Vec} (hr : r ≠ 0) (u : Vec) :
    fieldGradient q r *ᵥ u
      = (q / radius r ^ 5) • ((3 * (r ⬝ᵥ u)) • r - radius r ^ 2 • u) := by
  rw [fieldGradient_eq q hr]
  ext i
  simp only [Matrix.mulVec, dotProduct, Fin.sum_univ_three, Matrix.smul_apply,
    Matrix.sub_apply, vecMulVec_apply, smul_eq_mul, Pi.smul_apply, Pi.sub_apply,
    Matrix.one_apply]
  fin_cases i <;> simp [-mul_eq_mul_left_iff] <;> ring
```

## `q ≠ 0`: the two eigenspaces are distinct

Putting $u=r$ into the last formula gives $Vr=(2q/|r|^3)\,r$, and any $u$ perpendicular to $r$ gives $Vu=-(q/|r|^3)\,u$. These two statements hold for every $q$. A nonzero charge is needed for the converse, that no other vectors are scaled in these ways.

Write $a=q/|r|^5$, which is nonzero when $q$ is.

- If $Vu=2a|r|^2u$, then $3a(r\cdot u)\,r=3a|r|^2u$. Dividing by $3a|r|^2$ gives $u=\dfrac{r\cdot u}{|r|^2}\,r$, a multiple of $r$.
- If $Vu=-a|r|^2u$, then $3a(r\cdot u)\,r=0$. Since $a\neq0$ and $r$ has a nonzero component, $r\cdot u=0$.

The theorem states both equivalences for every $u$, including $u=0$, which belongs to both eigenspaces. In the proof, `ha` is the statement $a\neq0$, and it is used exactly where the argument by hand divides by $a$.

```lean
/-- For a nonzero charge, and away from it, the vectors that the field gradient scales by `2q/|r|^3`
are exactly the multiples of `r`, and those scaled by `-q/|r|^3` are exactly the vectors
perpendicular to `r`. -/
theorem fieldGradient_eigenspaces {q : ℝ} (hq : q ≠ 0) {r : Vec} (hr : r ≠ 0) (u : Vec) :
    (fieldGradient q r *ᵥ u = (2 * q / radius r ^ 3) • u ↔ ∃ c : ℝ, u = c • r) ∧
    (fieldGradient q r *ᵥ u = (-(q / radius r ^ 3)) • u ↔ r ⬝ᵥ u = 0) := by
  have hρ := radius_ne_zero hr
  have ha : q / radius r ^ 5 ≠ 0 := div_ne_zero hq (pow_ne_zero 5 hρ)
  have e1 : q / radius r ^ 3 = q / radius r ^ 5 * radius r ^ 2 := by field_simp
  have e2 : 2 * q / radius r ^ 3 = 2 * (q / radius r ^ 5 * radius r ^ 2) := by field_simp
  rw [fieldGradient_mulVec q hr, e2, e1]
  refine ⟨⟨fun h => ⟨(r ⬝ᵥ u) / radius r ^ 2, ?_⟩, ?_⟩, ⟨fun h => ?_, fun h => ?_⟩⟩
  · -- such a vector equals its own projection on `r`
    ext i
    have h1 := congrFun h i
    simp only [Pi.smul_apply, Pi.sub_apply, smul_eq_mul] at h1 ⊢
    have h2 : (r ⬝ᵥ u) * r i = radius r ^ 2 * u i :=
      mul_left_cancel₀ ha (by linear_combination h1 / 3)
    rw [div_mul_eq_mul_div, eq_div_iff (pow_ne_zero 2 hρ)]
    linear_combination -h2
  · rintro ⟨c, rfl⟩
    rw [dotProduct_smul, ← radius_sq r, smul_eq_mul]
    module
  · -- a nonzero component of `r` forces the projection to vanish
    obtain ⟨i, hi⟩ := Function.ne_iff.1 hr
    have h1 := congrFun h i
    simp only [Pi.smul_apply, Pi.sub_apply, smul_eq_mul] at h1
    have h2 : (q / radius r ^ 5 * r i) * (r ⬝ᵥ u) = 0 := by linear_combination h1 / 3
    exact (mul_eq_zero.1 h2).resolve_left (mul_ne_zero ha hi)
  · rw [h]
    module
```

If $q=0$, the gradient is the zero matrix, both eigenvalues are zero, and every vector satisfies both eigenvalue equations. The equivalences then fail.

The characteristic polynomial and the trace need only `r ≠ 0`. With $s=|r|^2$ and $y=x+as$,

$$\det(x\mathbf 1-V)=\det(y\mathbf 1-3a\,rr^{\mathsf T})=y^3-3a\,(r\cdot r)\,y^2=(x-2as)(x+as)^2.$$

Terms with two or three factors of $rr^{\mathsf T}$ drop out because all $2\times2$ minors of that matrix vanish. As $as=q/|r|^3$, for $q\neq0$ the root $2q/|r|^3$ occurs once and $-q/|r|^3$ twice, while for $q=0$ there is a triple root at zero. The theorem is this determinant identity for every real $x$. Its proof expands the $3\times3$ determinant and closes the polynomial identity using $s=r\cdot r$.

```lean
/-- Away from the charge, the characteristic polynomial of the field gradient, evaluated at any real
`x`, is `(x - 2q/|r|^3) (x + q/|r|^3)^2`. -/
theorem fieldGradient_charpoly (q : ℝ) {r : Vec} (hr : r ≠ 0) (x : ℝ) :
    (x • (1 : Matrix (Fin 3) (Fin 3) ℝ) - fieldGradient q r).det
      = (x - 2 * q / radius r ^ 3) * (x + q / radius r ^ 3) ^ 2 := by
  have hρ := radius_ne_zero hr
  have e1 : q / radius r ^ 3 = q / radius r ^ 5 * radius r ^ 2 := by field_simp
  have e2 : 2 * q / radius r ^ 3 = 2 * (q / radius r ^ 5 * radius r ^ 2) := by field_simp
  have hs := radius_sq r
  simp only [dotProduct, Fin.sum_univ_three] at hs
  rw [fieldGradient_eq q hr, e2, e1]
  generalize q / radius r ^ 5 = a
  generalize radius r ^ 2 = s at hs ⊢
  simp [Matrix.det_fin_three, vecMulVec_apply]
  linear_combination 3 * a * (x + a * s) ^ 2 * hs
```

The trace is $a(3\,r\cdot r-3|r|^2)=0$, which is Laplace's equation away from the charge.

```lean
/-- The field gradient of a point charge is traceless away from the charge. -/
theorem fieldGradient_trace (q : ℝ) {r : Vec} (hr : r ≠ 0) :
    (fieldGradient q r).trace = 0 := by
  have hs := radius_sq r
  simp only [dotProduct, Fin.sum_univ_three] at hs
  rw [fieldGradient_eq q hr, Matrix.trace_fin_three]
  simp only [Matrix.smul_apply, Matrix.sub_apply, vecMulVec_apply, smul_eq_mul,
    Matrix.one_apply_eq]
  linear_combination (-3 * (q / radius r ^ 5)) * hs
```

## `R * Rᵀ = 1` and `R *ᵥ r = r`: the symmetries of the line to the charge

The first condition makes $R$ an orthogonal map, so reflections are allowed as well as rotations. The second makes it fix $r$. Together they describe the maps that leave the line from charge to observer in place, point by point. By hand,

$$R\,rr^{\mathsf T}R^{\mathsf T}=(Rr)(Rr)^{\mathsf T}=rr^{\mathsf T},\qquad R\,\mathbf 1\,R^{\mathsf T}=\mathbf 1,$$

so $RVR^{\mathsf T}=V$. The condition `hfix` serves the first equation and `hR` the second. In the proof, `h` is the first equation, and the final `simp only` distributes $R$ and $R^{\mathsf T}$ over the matrix formula.

```lean
/-- Away from the charge, the field gradient is axially symmetric: every orthogonal map that fixes
`r` leaves it unchanged. -/
theorem fieldGradient_axial (q : ℝ) {r : Vec} (hr : r ≠ 0)
    (R : Matrix (Fin 3) (Fin 3) ℝ) (hR : R * Rᵀ = 1) (hfix : R *ᵥ r = r) :
    R * fieldGradient q r * Rᵀ = fieldGradient q r := by
  have h : R * vecMulVec r r * Rᵀ = vecMulVec r r := by
    rw [Matrix.mul_vecMulVec, Matrix.vecMulVec_mul, Matrix.vecMul_transpose, hfix]
  rw [fieldGradient_eq q hr]
  simp only [Matrix.mul_smul, Matrix.smul_mul, Matrix.mul_sub, Matrix.sub_mul,
    Matrix.mul_one, h, hR]

end

end PointChargeFieldGradient
```

```lean
#print axioms PointChargeFieldGradient.fieldGradient_eigenspaces
#print axioms PointChargeFieldGradient.fieldGradient_charpoly
#print axioms PointChargeFieldGradient.fieldGradient_trace
#print axioms PointChargeFieldGradient.fieldGradient_axial
```

```
'PointChargeFieldGradient.fieldGradient_eigenspaces' depends on axioms: [propext, Classical.choice, Quot.sound]
'PointChargeFieldGradient.fieldGradient_charpoly' depends on axioms: [propext, Classical.choice, Quot.sound]
'PointChargeFieldGradient.fieldGradient_trace' depends on axioms: [propext, Classical.choice, Quot.sound]
'PointChargeFieldGradient.fieldGradient_axial' depends on axioms: [propext, Classical.choice, Quot.sound]
```

If $R$ is orthogonal but moves $r$, the result is the gradient at the new position $Rr$, which in general is a different matrix. If $R$ fixes $r$ but is not orthogonal, the identity term becomes $RR^{\mathsf T}$, and for $q\neq0$ the matrix changes.

## A unit charge at distance 3

Take $q=1$ and $r=(1,2,2)$, so $|r|=3$ and $|r|^5=243$. Then

$$V=\frac1{243}\begin{pmatrix}-6&6&6\\6&3&12\\6&12&3\end{pmatrix}=\frac1{81}\begin{pmatrix}-2&2&2\\2&1&4\\2&4&1\end{pmatrix}.$$

The trace is zero. Multiplying $r$ gives $\frac{1}{81}(6,12,12)=\frac{2}{27}\,r$. The perpendicular vectors $(0,1,-1)$ and $(4,-1,-1)$ are both scaled by $-\frac1{27}$, as expected from $|r|^3=27$.

## Summing point charges at a nucleus

In nuclear quadrupole coupling, a point-charge model estimates the field gradient at a nucleus from fixed external charges, leaving out the contribution of the electrons around that nucleus. For a finite cluster, a program can loop over the ions. For each one it forms the displacement $r$ between ion and nucleus, and adds $q(3rr^{\mathsf T}-|r|^2\mathbf 1)/|r|^5$ to a $3\times3$ array. The ion at the nuclear site itself is skipped, which is the condition $r\neq0$ in code. The total is then diagonalised to obtain the principal values.

For a single nonzero charge, the two equal eigenvalues mean that the asymmetry parameter, the difference of the two principal values smaller in magnitude divided by the one largest in magnitude, is zero. A test with one charged ion should therefore return principal values in the ratio $2:-1:-1$. A finite sum over several charges stays traceless but need not be axially symmetric.
